# The surface Green function of a unit-hopping semi-infinite chain above its band, in closed form and as a Catalan series

When a non-interacting lead, attached by a single bond to its end site, is eliminated from a tight-binding calculation, the site it was attached to acquires a self-energy: the squared coupling times the surface Green function of the lead. If the lead is a uniform semi-infinite chain with one orbital per site and nearest-neighbour hopping, that function has a closed form at real energies above the band.

Let \(H\) be the Hamiltonian of a half-infinite chain with sites \(0,1,2,\dots\), zero site energy and unit hopping, so that its band is \([-2,2]\). Let \(\psi\) be the response at energy \(z>2\) to a unit source on the surface site: \((z-H)\psi=\delta_0\), with \(\psi(n)\to0\) far from the surface. With \(C_n\) the Catalan numbers,

\[
\psi(0)=\frac{z-\sqrt{z^2-4}}{2}=\sum_{n\ge0}\frac{C_n}{z^{2n+1}} .
\]

This is `surface_green_function`, the last theorem below. Its assumptions are the chain with its source, the energy range, and the decay of \(\psi\).

## An open end, equal sites and a unit source

Zero site energy and unit hopping fix the origin and unit of energy. For site energy \(\varepsilon\) and hopping \(t\ne0\), put \(z=(E-\varepsilon)/|t|\) and divide the resulting surface Green function by \(|t|\). The open end means that site 0 has only one neighbour.

```lean
import Mathlib

open Finset Filter Topology

namespace SurfaceGreenCatalan

noncomputable section
```

In Lean a state is a function `ℕ → ℝ` of real site amplitudes, and `hop` is the whole Hamiltonian \(H\).

```lean
/-- The Hamiltonian of the semi-infinite tight-binding chain with unit hopping and zero site
energy, acting on site amplitudes; site `0` is the surface. -/
def hop (ψ : ℕ → ℝ) : ℕ → ℝ
  | 0 => ψ 1
  | n + 1 => ψ n + ψ (n + 2)
```

The source \(\delta_0\) is `surfaceSite`.

```lean
/-- The state localised on the surface site. -/
def surfaceSite (n : ℕ) : ℝ := if n = 0 then 1 else 0
```

The name `surfaceGreen` denotes only the closed form, written \(G\) below. That it is the surface value \(\psi(0)\) of the response is proved later, for \(z>2\).

```lean
/-- The closed form `(z - √(z² - 4)) / 2`, used for energies `z ≥ 2`. -/
def surfaceGreen (z : ℝ) : ℝ := (z - √(z ^ 2 - 4)) / 2
```

The derivation first uses the chain to count hops. Let \(a_k(m)=(H^k\delta_0)(m)\), in Lean `(hop^[k] surfaceSite) m`. Then \(a_{k+1}(0)=a_k(1)\) and \(a_{k+1}(m+1)=a_k(m)+a_k(m+2)\). Each hop changes the site number by one, so \(a_k(m)=0\) if \(m>k\) or if \(k+m\) is odd. The proof is an induction on \(k\), with `omega` checking distance and parity.

```lean
/-- After `k` hops from the surface, the amplitude vanishes on sites farther than `k` and on
sites of the wrong parity. -/
theorem amplitude_eq_zero (k : ℕ) : ∀ m : ℕ, (k < m ∨ (k + m) % 2 = 1) →
    (hop^[k] surfaceSite) m = 0 := by
  induction k with
  | zero =>
    intro m h
    have hm : m ≠ 0 := by omega
    simp [surfaceSite, hm]
  | succ k ih =>
    intro m h
    rw [Function.iterate_succ_apply']
    cases m with
    | zero => exact ih 1 (by omega)
    | succ m =>
      change (hop^[k] surfaceSite) m + (hop^[k] surfaceSite) (m + 2) = 0
      rw [ih m (by omega), ih (m + 2) (by omega), add_zero]
```

For \(k=m+2j\) the amplitude is a ballot number,

\[
a_k(m)=\binom{k}{m+j}-\binom{k}{m+j+1}.
\]

At \(k=0\) this reads \(1=1-0\). For the step to site \(m+1\), the two neighbours give

\[
\binom{k}{m+j}-\binom{k}{m+j+1}+\binom{k}{m+j+1}-\binom{k}{m+j+2},
\]

which by Pascal's rule equals \(\binom{k+1}{m+j+1}-\binom{k+1}{m+j+2}\). For the step to the surface, \(k=2i+1\) and only site 1 contributes, with \(\binom{k}{i+1}-\binom{k}{i+2}\). The target \(\binom{k+1}{i+1}-\binom{k+1}{i+2}\) equals \(\binom{k}{i}-\binom{k}{i+2}\) by Pascal's rule, and \(\binom{k}{i}=\binom{k}{i+1}\) by symmetry. Lean takes the same two cases; when \(j=0\), the farther neighbour is out of reach and the previous lemma supplies its zero.

```lean
/-- After `k = m + 2j` hops from the surface, the amplitude on site `m` is the ballot number
`C(k, m+j) - C(k, m+j+1)`. -/
theorem amplitude_eq_ballot (k : ℕ) : ∀ m j : ℕ, k = m + 2 * j →
    (hop^[k] surfaceSite) m = (k.choose (m + j) : ℝ) - (k.choose (m + j + 1) : ℝ) := by
  induction k with
  | zero =>
    intro m j h
    obtain rfl : m = 0 := by omega
    obtain rfl : j = 0 := by omega
    simp [surfaceSite]
  | succ k ih =>
    intro m j h
    rw [Function.iterate_succ_apply']
    cases m with
    | zero =>
      -- at the surface, only the neighbour on site 1 contributes
      obtain ⟨i, rfl⟩ : ∃ i, j = i + 1 := ⟨j - 1, by omega⟩
      change (hop^[k] surfaceSite) 1 = _
      have hs : k.choose i = k.choose (i + 1) := Nat.choose_symm_of_eq_add (by omega)
      rw [ih 1 i (by omega), show 0 + (i + 1) = i + 1 by omega,
        show 1 + i = i + 1 by omega, Nat.choose_succ_succ' k i,
        Nat.choose_succ_succ' k (i + 1), hs]
      push_cast
      ring
    | succ m =>
      change (hop^[k] surfaceSite) m + (hop^[k] surfaceSite) (m + 2) = _
      have h2 : (hop^[k] surfaceSite) (m + 2)
          = (k.choose (m + j + 1) : ℝ) - (k.choose (m + j + 2) : ℝ) := by
        cases j with
        | zero =>
          rw [amplitude_eq_zero k (m + 2) (by omega),
            Nat.choose_eq_zero_of_lt (show k < m + 0 + 1 by omega),
            Nat.choose_eq_zero_of_lt (show k < m + 0 + 2 by omega)]
          simp
        | succ i =>
          rw [ih (m + 2) i (by omega), show m + 2 + i = m + (i + 1) + 1 by omega]
      rw [ih m j (by omega), h2, show m + 1 + j = m + j + 1 by omega,
        Nat.choose_succ_succ' k (m + j), Nat.choose_succ_succ' k (m + j + 1)]
      push_cast
      ring
```

At the surface after \(2n\) hops,

\[
a_{2n}(0)=\binom{2n}{n}-\binom{2n}{n+1}
=\binom{2n}{n}\left(1-\frac{n}{n+1}\right)=\frac{1}{n+1}\binom{2n}{n}=C_n .
\]

The Lean proof multiplies through by \(n+1\) and combines the two binomial identities.

```lean
/-- The even moments of the Hamiltonian on the surface site are the Catalan numbers. -/
theorem moment_eq_catalan (n : ℕ) : (hop^[2 * n] surfaceSite) 0 = (catalan n : ℝ) := by
  rw [amplitude_eq_ballot (2 * n) 0 n (by omega), zero_add]
  have h1 : ((n : ℝ) + 1) * catalan n = ((2 * n).choose n : ℝ) := by
    exact_mod_cast succ_mul_catalan_eq_centralBinom n
  have h2 : ((2 * n).choose (n + 1) : ℝ) * (n + 1) = ((2 * n).choose n : ℝ) * n := by
    have h := Nat.choose_succ_right_eq (2 * n) n
    rw [show 2 * n - n = n by omega] at h
    exact_mod_cast h
  have hn : (n : ℝ) + 1 ≠ 0 := by positivity
  apply mul_left_cancel₀ hn
  linear_combination -h1 - h2
```

Without the open end the numbers change. On a chain infinite in both directions the return counts are \(\binom{2n}{n}\), and for \(z>2\) the series sums to \(1/\sqrt{z^2-4}\).

## An energy at or above the upper band edge

The condition \(z\ge2\) places the energy outside the interior of the band, on its upper side. The derivation uses it to bound the series and to choose the sign of the square root.

At the edge the partial sums are known exactly. With \(B_N=\binom{2N}{N}\),

\[
\sum_{n<N}\frac{C_n}{4^n}=2-\frac{2B_N}{4^N}.
\]

Both sides vanish at \(N=0\). Since \(B_N=(N+1)C_N\) and \(B_{N+1}=2(2N+1)C_N\), going from \(N\) to \(N+1\) raises the right side by \([2(N+1)-(2N+1)]C_N/4^N=C_N/4^N\), which is the new term on the left.

```lean
/-- The Catalan series at the band edge telescopes: its partial sums fall short of `2` by
twice the central binomial coefficient over `4^N`. -/
theorem band_edge_partial_sum (N : ℕ) :
    ∑ n ∈ range N, (catalan n : ℝ) / 4 ^ n = 2 - 2 * (N.centralBinom : ℝ) / 4 ^ N := by
  induction N with
  | zero => simp
  | succ N ih =>
    have hb : (N.centralBinom : ℝ) = (N + 1) * catalan N := by
      exact_mod_cast (succ_mul_catalan_eq_centralBinom N).symm
    have hr : ((N : ℝ) + 1) * ((N + 1).centralBinom : ℝ)
        = 2 * (2 * N + 1) * (N.centralBinom : ℝ) := by
      exact_mod_cast Nat.succ_mul_centralBinom_succ N
    have hb' : ((N + 1).centralBinom : ℝ) = 2 * (2 * N + 1) * catalan N := by
      have hn : (N : ℝ) + 1 ≠ 0 := by positivity
      apply mul_left_cancel₀ hn
      rw [hr, hb]
      ring
    rw [sum_range_succ, ih, hb', hb, pow_succ]
    ring
```

Now let \(f_n=C_n/z^{2n+1}\). From \(z\ge2\) follows \(z^{2n+1}\ge2\cdot4^n\), so the partial sums of \(f_n\) are at most 1. The terms are non-negative; hence the series converges, to some \(S\le1\). The Catalan convolution \(C_{n+1}=\sum_{i+j=n}C_iC_j\) gives

\[
\sum_{i+j=n}f_if_j=\frac{C_{n+1}}{z^{2n+2}}=z f_{n+1}.
\]

Summing over \(n\), and using \(zf_0=1\), gives \(S^2=z(S-f_0)=zS-1\). Therefore \((z-2S)^2=z^2-4\). Because \(2S\le2\le z\), the root is \(z-2S=+\sqrt{z^2-4}\), and \(S=G\).

In the proof, `hle` is the bound, `hconv` the convolution, `hquad` the quadratic equation and `hval` the choice of branch. `HasSum` in the statement says that the series converges to the given value.

```lean
/-- For every energy `z ≥ 2`, the series of `Catalan(n) / z^(2n+1)` converges to
`(z - √(z² - 4)) / 2`. -/
theorem hasSum_catalan {z : ℝ} (hz : 2 ≤ z) :
    HasSum (fun n : ℕ => (catalan n : ℝ) / z ^ (2 * n + 1)) (surfaceGreen z) := by
  have hz0 : z ≠ 0 := by linarith
  have hzp : 0 < z := by linarith
  obtain ⟨f, hf⟩ : ∃ f : ℕ → ℝ, f = fun n => (catalan n : ℝ) / z ^ (2 * n + 1) := ⟨_, rfl⟩
  have hpos : ∀ n, 0 ≤ f n := fun n => by rw [hf]; positivity
  -- comparison with the band edge bounds all partial sums by one
  have hle : ∀ N, ∑ n ∈ range N, f n ≤ 1 := by
    intro N
    have hterm : ∀ n ∈ range N, f n ≤ (catalan n : ℝ) / 4 ^ n / 2 := by
      intro n _
      have hp : (4 : ℝ) ^ n * 2 ≤ z ^ (2 * n + 1) := by
        calc (4 : ℝ) ^ n * 2 = 2 ^ (2 * n + 1) := by rw [pow_succ, pow_mul]; norm_num
          _ ≤ z ^ (2 * n + 1) := pow_le_pow_left₀ (by norm_num) hz _
      rw [hf, div_div]
      exact div_le_div_of_nonneg_left (by positivity) (by positivity) hp
    have h := sum_le_sum hterm
    rw [← sum_div, band_edge_partial_sum] at h
    have h0 : 0 ≤ 2 * (N.centralBinom : ℝ) / 4 ^ N := by positivity
    linarith
  have hsum : Summable f := summable_of_sum_range_le hpos hle
  have hS1 : ∑' n, f n ≤ 1 := Real.tsum_le_of_sum_range_le hpos hle
  -- the Catalan convolution becomes a quadratic equation for the sum
  have hconv : ∀ n, ∑ ij ∈ antidiagonal n, f ij.1 * f ij.2 = z * f (n + 1) := by
    intro n
    rw [hf]
    dsimp only
    rw [catalan_succ', Nat.cast_sum, sum_div, mul_sum]
    refine sum_congr rfl ?_
    rintro ⟨i, j⟩ h
    have hij : i + j = n := mem_antidiagonal.1 h
    subst hij
    dsimp only
    have hp : z ^ (2 * (i + j + 1) + 1) = z * (z ^ (2 * i + 1) * z ^ (2 * j + 1)) := by ring
    rw [hp, Nat.cast_mul, div_mul_div_comm, ← mul_div_assoc, mul_div_mul_left _ _ hz0]
  have hquad : z * ∑' n, f n = 1 + (∑' n, f n) ^ 2 := by
    have hsq : (∑' n, f n) * (∑' n, f n) = z * ∑' n, f (n + 1) := by
      rw [tsum_mul_tsum_eq_tsum_sum_antidiagonal_of_summable_norm hsum.norm hsum.norm,
        ← tsum_mul_left]
      exact tsum_congr hconv
    have h0 : z * f 0 = 1 := by simp [hf, hz0]
    have hsplit := hsum.tsum_eq_zero_add
    linear_combination z * hsplit + h0 - hsq
  -- the bound by one selects the lower branch
  have hval : ∑' n, f n = surfaceGreen z := by
    have hd : z ^ 2 - 4 = (z - 2 * ∑' n, f n) ^ 2 := by linear_combination 4 * hquad
    rw [surfaceGreen, hd, Real.sqrt_sq (by linarith)]
    ring
  rw [← hf, ← hval]
  exact hsum.hasSum
```

Since the odd returns vanish, the full moment expansion \(\sum_k a_k(0)/z^{k+1}\) has the same sum. Lean joins the even and odd subseries.

```lean
/-- For `z ≥ 2`, the moment expansion with terms `⟨0|H^k|0⟩ / z^(k+1)` on the surface site
converges to `(z - √(z² - 4)) / 2`. -/
theorem hasSum_moments {z : ℝ} (hz : 2 ≤ z) :
    HasSum (fun k : ℕ => (hop^[k] surfaceSite) 0 / z ^ (k + 1)) (surfaceGreen z) := by
  have he : HasSum (fun n : ℕ => (hop^[2 * n] surfaceSite) 0 / z ^ (2 * n + 1))
      (surfaceGreen z) := by
    simp only [moment_eq_catalan]
    exact hasSum_catalan hz
  have ho : HasSum (fun n : ℕ => (hop^[2 * n + 1] surfaceSite) 0 / z ^ (2 * n + 1 + 1)) 0 := by
    have h : ∀ n : ℕ, (hop^[2 * n + 1] surfaceSite) 0 / z ^ (2 * n + 1 + 1) = 0 := fun n => by
      rw [amplitude_eq_zero (2 * n + 1) 0 (by omega), zero_div]
    simp only [h]
    exact hasSum_zero
  have h := HasSum.even_add_odd
    (f := fun k : ℕ => (hop^[k] surfaceSite) 0 / z ^ (k + 1)) he ho
  rw [add_zero] at h
  exact h
```

For \(0<z<2\) the Catalan series diverges, because the ratio of its successive terms tends to \(4/z^2>1\). For \(z<-2\) it converges, but to \((z+\sqrt{z^2-4})/2\), the other branch.

At \(z=5/2\) the root is \(3/2\) and \(G=1/2\). The first four terms of the series are \(0.4\), \(0.064\), \(0.02048\) and \(0.008192\), with sum \(0.492672\). The response is \(\psi=\tfrac12,\tfrac14,\tfrac18,\dots\), and the surface equation reads \(\tfrac52\cdot\tfrac12-\tfrac14=1\).

## A response that dies out along the chain

Above the band no wave propagates, so a local source should produce a response confined near the surface. This is the hypothesis `Tendsto ψ atTop (𝓝 0)`. The energy must now satisfy \(z>2\) strictly, which gives \(0<G<1\): indeed \(\sqrt{z^2-4}<z\), and \(z^2-4=(z-2)(z+2)>(z-2)^2\). Also \(G(z-G)=1\), by the definition of \(G\).

Set \(\varphi(n)=\psi(n+1)-G\psi(n)\). The equation at site \(n+1\) is \(\psi(n+2)=z\psi(n+1)-\psi(n)\), so

\[
G\varphi(n+1)=G(z-G)\psi(n+1)-G\psi(n)=\varphi(n).
\]

Iterating, \(\varphi(n)=G^k\varphi(n+k)\). As \(k\to\infty\) both factors on the right tend to zero, so \(\varphi(n)=0\) and \(\psi(n+1)=G\psi(n)\). The surface equation \(z\psi(0)-\psi(1)=1\) becomes \((z-G)\psi(0)=1\), hence \(\psi(0)=G\) and \(\psi(n)=G^{n+1}\).

Conversely, this \(\psi\) decays. It satisfies the surface equation because \(zG-G^2=1\), and the equation at site \(n+1\) because \(G^{n+1}(zG-1-G^2)=0\).

The theorem `resolvent_iff` states both directions, so a decaying solution exists and is unique. In its proof `hstep` and `hiter` are the recursion for \(\varphi\), and `hzero` is the limit, where the decay of \(\psi\) enters through `hlim`.

```lean
/-- For `z > 2`, the equation `(z - H)ψ = δ₀` has exactly one solution vanishing at infinity,
`ψ(n) = G^(n+1)` with `G = (z - √(z² - 4)) / 2`. -/
theorem resolvent_iff {z : ℝ} (hz : 2 < z) (ψ : ℕ → ℝ) :
    ((∀ n, z * ψ n - hop ψ n = surfaceSite n) ∧ Tendsto ψ atTop (𝓝 0)) ↔
      ∀ n, ψ n = surfaceGreen z ^ (n + 1) := by
  have hg : surfaceGreen z * (z - surfaceGreen z) = 1 := by
    have hs : √(z ^ 2 - 4) ^ 2 = z ^ 2 - 4 := Real.sq_sqrt (by nlinarith)
    unfold surfaceGreen
    linear_combination (-1 / 4) * hs
  have hg0 : 0 ≤ surfaceGreen z := by
    have h : √(z ^ 2 - 4) ≤ z := Real.sqrt_le_iff.2 ⟨by linarith, by linarith⟩
    unfold surfaceGreen
    linarith
  have hg1 : surfaceGreen z < 1 := by
    have h : z - 2 < √(z ^ 2 - 4) := (Real.lt_sqrt (by linarith)).2 (by nlinarith)
    unfold surfaceGreen
    linarith
  generalize surfaceGreen z = g at hg hg0 hg1 ⊢
  have hpow := tendsto_pow_atTop_nhds_zero_of_lt_one hg0 hg1
  constructor
  · rintro ⟨h, hd⟩
    have h0 : z * ψ 0 - ψ 1 = 1 := h 0
    have hs : ∀ n, z * ψ (n + 1) - (ψ n + ψ (n + 2)) = 0 := fun n => h (n + 1)
    -- φ measures the admixture of the growing solution
    obtain ⟨φ, hφ⟩ : ∃ φ : ℕ → ℝ, ∀ n, φ n = ψ (n + 1) - g * ψ n := ⟨_, fun _ => rfl⟩
    have hstep : ∀ n, φ n = g * φ (n + 1) := fun n => by
      rw [hφ, hφ]
      linear_combination g * hs n - ψ (n + 1) * hg
    have hiter : ∀ n k, φ n = g ^ k * φ (k + n) := by
      intro n k
      induction k with
      | zero => simp
      | succ k ih =>
        rw [ih, hstep (k + n), show k + 1 + n = k + n + 1 by omega]
        ring
    have hlim : Tendsto φ atTop (𝓝 0) := by
      have h1 := ((tendsto_add_atTop_iff_nat 1).2 hd).sub (hd.const_mul g)
      rw [mul_zero, sub_zero] at h1
      exact h1.congr fun n => (hφ n).symm
    have hzero : ∀ n, φ n = 0 := fun n => by
      have h1 := hpow.mul ((tendsto_add_atTop_iff_nat n).2 hlim)
      rw [mul_zero] at h1
      exact tendsto_nhds_unique tendsto_const_nhds (h1.congr fun k => (hiter n k).symm)
    have hrec : ∀ n, ψ (n + 1) - g * ψ n = 0 := fun n => by rw [← hφ, hzero]
    intro n
    induction n with
    | zero =>
      have h1 : ψ 1 - g * ψ 0 = 0 := hrec 0
      linear_combination g * h0 + g * h1 - ψ 0 * hg
    | succ n ih => linear_combination hrec n + g * ih
  · intro h
    obtain rfl : ψ = fun n => g ^ (n + 1) := funext h
    refine ⟨fun n => ?_, (tendsto_add_atTop_iff_nat 1).2 hpow⟩
    cases n with
    | zero =>
      change z * g ^ (0 + 1) - g ^ (1 + 1) = 1
      linear_combination hg
    | succ n =>
      change z * g ^ (n + 1 + 1) - (g ^ (n + 1) + g ^ (n + 2 + 1)) = 0
      linear_combination g ^ (n + 1) * hg
```

Without any limit on growth, the surface value is arbitrary: for every real \(c\), \(G^{n+1}+c\,(G^{-(n+1)}-G^{n+1})\) also solves the equation. At \(z=2\) the formula \(G^{n+1}\) gives the constant 1, which solves the equation but does not decay, so the equivalence fails there. These failing cases are ordinary algebra added to the theorems.

The final theorem takes the surface value from `resolvent_iff` at \(n=0\) and the series from `hasSum_catalan`.

```lean
/-- For `z > 2`, let `ψ` vanish at infinity and solve `(z - H)ψ = δ₀` on the semi-infinite
chain. Its surface amplitude is the sum of `Catalan(n) / z^(2n+1)` and equals
`(z - √(z² - 4)) / 2`. -/
theorem surface_green_function {z : ℝ} (hz : 2 < z) {ψ : ℕ → ℝ}
    (hψ : ∀ n, z * ψ n - hop ψ n = surfaceSite n) (hdecay : Tendsto ψ atTop (𝓝 0)) :
    HasSum (fun n : ℕ => (catalan n : ℝ) / z ^ (2 * n + 1)) (ψ 0) ∧
      ψ 0 = (z - √(z ^ 2 - 4)) / 2 := by
  have h : ψ 0 = surfaceGreen z := by
    rw [(resolvent_iff hz ψ).1 ⟨hψ, hdecay⟩ 0, zero_add, pow_one]
  exact ⟨h ▸ hasSum_catalan hz.le, h⟩

end

end SurfaceGreenCatalan
```

```lean
#print axioms SurfaceGreenCatalan.hasSum_moments
#print axioms SurfaceGreenCatalan.surface_green_function
```

```
'SurfaceGreenCatalan.hasSum_moments' depends on axioms: [propext, Classical.choice, Quot.sound]
'SurfaceGreenCatalan.surface_green_function' depends on axioms: [propext, Classical.choice, Quot.sound]
```

One step to the usual quantum-mechanical definition remains: identifying the surface value \(\psi(0)\) of the decaying solution with the matrix element \(\langle0|(z-H)^{-1}|0\rangle\) of an operator on square-summable states. Here \(H\) acts on arbitrary real sequences, and no Hilbert space is introduced.
